# Independent photon loss turns thermal light of mean $m$ into thermal light of mean $\eta m$

Independent loss multiplies the mean photon number of any light by the transmission $\eta$, but it can change the form of the distribution: for $0<\eta<1$, a state of exactly two photons is spread over zero, one and two. For one thermal mode the form is kept. The photon number behind the loss is again thermally distributed, with the mean rescaled from $m$ to $\eta m$.

```lean
import Mathlib

open Finset

namespace ThermalLightLoss

noncomputable section
```

## Photon numbers, loss and gain

A thermal mode with mean photon number $m\ge 0$ (often written $\bar n$) contains $n$ photons with probability
$$p_m(n)=\frac{m^n}{(1+m)^{n+1}}.$$
In `thermal`, the parameter is this mean, not the temperature.

```lean
/-- Photon-number distribution of thermal light with mean photon number `m ≥ 0`. -/
def thermal (m : ℝ) (n : ℕ) : ℝ := m ^ n / (1 + m) ^ (n + 1)
```

Let each photon be transmitted with probability $\eta$. Then $k$ of $n$ photons survive with probability $\binom nk\eta^k(1-\eta)^{n-k}$.

```lean
/-- Probability that exactly `k` of `n` photons survive when each is transmitted
independently with probability `η`. -/
def lossProb (η : ℝ) (n k : ℕ) : ℝ := (n.choose k : ℝ) * η ^ k * (1 - η) ^ (n - k)
```

The output distribution sums this over the input photon number. Lean's `∑'` returns 0 for a divergent series, so convergence is proved separately below, as a `HasSum` statement.

```lean
/-- Photon-number distribution behind a lossy element of transmission `η`, for an input
distribution `P`. -/
def loss (η : ℝ) (P : ℕ → ℝ) (k : ℕ) : ℝ := ∑' n, lossProb η n k * P n
```

For a quantum-limited amplifier of gain $G\ge1$, the probability of going from $n$ to $k\ge n$ photons is postulated as $\binom kn G^{-(n+1)}(1-1/G)^{k-n}$. It stands for amplification whose only added noise comes from an idler mode in vacuum.

```lean
/-- Photon-number distribution behind a quantum-limited phase-insensitive amplifier of
gain `G ≥ 1`, for an input distribution `P`. -/
def amplify (G : ℝ) (P : ℕ → ℝ) (k : ℕ) : ℝ :=
  ∑ n ∈ range (k + 1), (k.choose n : ℝ) * (1 / G) ^ (n + 1) * (1 - 1 / G) ^ (k - n) * P n
```

Both maps act on real sequences of photon-number probabilities. That a real beam splitter or amplifier acts on these probabilities in this way is an assumption, not derived here from mode operators.

## A geometric distribution with mean $m$

Put $x=m/(1+m)$, so that $1-x=1/(1+m)$. Then $p_m(n)=(1-x)x^n$.

```lean
/-- The thermal distribution is geometric with ratio `m / (1 + m)`. -/
theorem thermal_eq_geometric (m : ℝ) (n : ℕ) :
    thermal m n = 1 / (1 + m) * (m / (1 + m)) ^ n := by
  rw [thermal, div_pow, pow_succ, div_mul_div_comm, one_mul, mul_comm ((1 + m) ^ n)]
```

Since $0\le x<1$, the geometric series gives $\sum_n p_m(n)=(1-x)/(1-x)=1$. In the code, `hr` supplies the bound on the ratio and `hv` evaluates the sum.

```lean
/-- For `m ≥ 0` the thermal photon-number probabilities sum to one. -/
theorem thermal_normalized {m : ℝ} (hm : 0 ≤ m) : HasSum (thermal m) 1 := by
  have hne : 1 + m ≠ 0 := by positivity
  have hr : ‖m / (1 + m)‖ < 1 := by
    rw [Real.norm_of_nonneg (by positivity), div_lt_one (by positivity)]
    linarith
  have h1 : 1 - m / (1 + m) = 1 / (1 + m) := by
    rw [eq_div_iff hne, sub_mul, div_mul_cancel₀ _ hne]
    ring
  have hf : thermal m = fun n : ℕ => 1 / (1 + m) * (m / (1 + m)) ^ n :=
    funext (thermal_eq_geometric m)
  have hv : 1 / (1 + m) * (1 - m / (1 + m))⁻¹ = 1 := by
    rw [h1]
    exact mul_inv_cancel₀ (one_div_ne_zero hne)
  have h := (hasSum_geometric_of_norm_lt_one hr).mul_left (1 / (1 + m))
  rw [hv] at h
  rw [hf]
  exact h
```

The weighted series $\sum_n n x^n=x/(1-x)^2$ gives the mean
$$\sum_n n\,p_m(n)=\frac{x}{1-x}=m.$$

```lean
/-- For `m ≥ 0` the mean photon number of the thermal distribution is `m`. -/
theorem thermal_mean {m : ℝ} (hm : 0 ≤ m) :
    HasSum (fun n : ℕ => (n : ℝ) * thermal m n) m := by
  have hne : 1 + m ≠ 0 := by positivity
  have hr : ‖m / (1 + m)‖ < 1 := by
    rw [Real.norm_of_nonneg (by positivity), div_lt_one (by positivity)]
    linarith
  have h1 : 1 - m / (1 + m) = 1 / (1 + m) := by
    rw [eq_div_iff hne, sub_mul, div_mul_cancel₀ _ hne]
    ring
  have hf : (fun n : ℕ => (n : ℝ) * thermal m n) =
      fun n : ℕ => 1 / (1 + m) * ((n : ℝ) * (m / (1 + m)) ^ n) := by
    funext n
    rw [thermal_eq_geometric]
    ring
  have hv : 1 / (1 + m) * (m / (1 + m) / (1 - m / (1 + m)) ^ 2) = m := by
    rw [h1]
    field_simp
  have h := (hasSum_coe_mul_geometric_of_norm_lt_one hr).mul_left (1 / (1 + m))
  rw [hv] at h
  rw [hf]
  exact h
```

## Summing over the lost photons

Fix $k$ transmitted photons and let $j=n-k$ count the lost ones. With $r=(1-\eta)x$,
$$\sum_{j\ge0}\binom{j+k}{k}\eta^k(1-\eta)^j p_m(j+k)
=\eta^k p_m(k)\sum_{j\ge0}\binom{j+k}{k}r^j
=\frac{\eta^k p_m(k)}{(1-r)^{k+1}}.$$
For $0\le\eta\le1$ we have $0\le r\le x<1$, so the series converges. Because $1-r=(1+\eta m)/(1+m)$, the powers of $1+m$ cancel:
$$\frac{\eta^k m^k}{(1+m)^{k+1}}\cdot\frac{(1+m)^{k+1}}{(1+\eta m)^{k+1}}=p_{\eta m}(k).$$
Here `hs` is the formula for $1-r$, `hf` the factorisation of the terms, and `hv` the cancellation.

```lean
/-- Thermal light of mean `m ≥ 0` passes an element of transmission `η ∈ [0,1]`: the
probabilities of `k` transmitted and `j` lost photons, summed over `j`, give the thermal
probability of `k` photons at mean `η m`. -/
theorem hasSum_over_lost_photons {m η : ℝ} (hm : 0 ≤ m) (h0 : 0 ≤ η) (h1 : η ≤ 1) (k : ℕ) :
    HasSum (fun j : ℕ => ((j + k).choose k : ℝ) * η ^ k * (1 - η) ^ j * thermal m (j + k))
      (thermal (η * m) k) := by
  have hne : 1 + m ≠ 0 := by positivity
  have hne' : 1 + η * m ≠ 0 := by positivity
  have hx0 : 0 ≤ m / (1 + m) := by positivity
  have hx1 : m / (1 + m) < 1 := by
    rw [div_lt_one (by positivity)]
    linarith
  -- the ratio of the series is below one
  have hr : ‖(1 - η) * (m / (1 + m))‖ < 1 := by
    rw [Real.norm_of_nonneg (mul_nonneg (by linarith) hx0)]
    nlinarith [mul_nonneg h0 hx0]
  have hs : 1 - (1 - η) * (m / (1 + m)) = (1 + η * m) / (1 + m) := by
    have hc : m / (1 + m) * (1 + m) = m := div_mul_cancel₀ _ hne
    rw [eq_div_iff hne]
    linear_combination (-(1 - η)) * hc
  -- negative binomial series
  have hf : (fun j : ℕ => ((j + k).choose k : ℝ) * η ^ k * (1 - η) ^ j * thermal m (j + k)) =
      fun j : ℕ => η ^ k * thermal m k *
        (((j + k).choose k : ℝ) * ((1 - η) * (m / (1 + m))) ^ j) := by
    funext j
    simp only [thermal_eq_geometric, mul_pow, pow_add]
    ring
  have hv : η ^ k * thermal m k * (1 / (1 - (1 - η) * (m / (1 + m))) ^ (k + 1)) =
      thermal (η * m) k := by
    rw [hs]
    unfold thermal
    rw [mul_pow, div_pow]
    field_simp
  have h := (hasSum_choose_mul_geometric_of_norm_lt_one k hr).mul_left (η ^ k * thermal m k)
  rw [hv] at h
  rw [hf]
  exact h
```

The upper limit on $\eta$ matters. Take $m=1$, $\eta=3$, $k=0$: the terms are $(-2)^n/2^{n+1}=(-1)^n/2$, and the series diverges. The condition $\eta\le1$ therefore can't be relaxed to $\eta\le3$.

## The full series and the output distribution

Fewer than $k$ incoming photons can't give $k$ outgoing ones: $\binom nk=0$ for $n<k$. Adding these zero terms (`hz`) turns the sum over $j$ into a sum over all $n$. The statement says that, for every natural $k$, this series converges to $(\eta m)^k/(1+\eta m)^{k+1}$.

```lean
/-- Loss preserves thermal light: for `m ≥ 0` and `η ∈ [0,1]` the series for the probability
of `k` transmitted photons converges to the thermal probability at mean `η m`. -/
theorem hasSum_loss_thermal {m η : ℝ} (hm : 0 ≤ m) (h0 : 0 ≤ η) (h1 : η ≤ 1) (k : ℕ) :
    HasSum (fun n : ℕ => lossProb η n k * thermal m n)
      ((η * m) ^ k / (1 + η * m) ^ (k + 1)) := by
  have hshift : HasSum (fun j : ℕ => lossProb η (j + k) k * thermal m (j + k))
      (thermal (η * m) k) := by
    simpa only [lossProb, Nat.add_sub_cancel] using hasSum_over_lost_photons hm h0 h1 k
  -- fewer than `k` incoming photons cannot give `k` outgoing ones
  have hz : ∑ i ∈ range k, lossProb η i k * thermal m i = 0 :=
    Finset.sum_eq_zero fun i hi => by
      simp [lossProb, Nat.choose_eq_zero_of_lt (Finset.mem_range.mp hi)]
  have h := (hasSum_nat_add_iff (f := fun n : ℕ => lossProb η n k * thermal m n) k).mp hshift
  simp only [hz, add_zero] at h
  exact h
```

Since this holds for each $k$, the two distributions are equal as functions.

```lean
/-- For `m ≥ 0` and `η ∈ [0,1]`, loss maps the thermal distribution of mean `m` to the thermal
distribution of mean `η m`. -/
theorem loss_thermal {m η : ℝ} (hm : 0 ≤ m) (h0 : 0 ≤ η) (h1 : η ≤ 1) :
    loss η (thermal m) = thermal (η * m) := by
  funext k
  exact (hasSum_loss_thermal hm h0 h1 k).tsum_eq
```

## Amplification adds noise

Let $M=Gm+(G-1)$. Then $1+M=G(1+m)$ and
$$\frac{M}{1+M}=\frac xG+\Bigl(1-\frac1G\Bigr).$$
The binomial theorem sums the finite series:
$$\sum_{n=0}^k\binom kn\frac{1}{G^{n+1}}\Bigl(1-\frac1G\Bigr)^{k-n}(1-x)x^n
=\frac{1-x}{G}\Bigl(\frac xG+1-\frac1G\Bigr)^k=p_M(k).$$
The code expands the right-hand side with `add_pow` and compares term by term.

```lean
/-- For `m ≥ 0` and gain `G ≥ 1`, the quantum-limited amplifier maps the thermal distribution
of mean `m` to the thermal distribution of mean `G m + (G - 1)`. -/
theorem amplify_thermal {m G : ℝ} (hm : 0 ≤ m) (hG : 1 ≤ G) :
    amplify G (thermal m) = thermal (G * m + (G - 1)) := by
  have hne : 1 + m ≠ 0 := by positivity
  have hG0 : G ≠ 0 := by linarith
  have hs : 1 + (G * m + (G - 1)) = G * (1 + m) := by ring
  have hp : 1 / (G * (1 + m)) = 1 / G * (1 / (1 + m)) := by field_simp
  have hq : (G * m + (G - 1)) / (G * (1 + m)) = 1 / G * (m / (1 + m)) + (1 - 1 / G) := by
    field_simp
    ring
  funext k
  unfold amplify
  -- the output ratio splits into two parts, and the binomial theorem applies
  rw [thermal_eq_geometric (G * m + (G - 1)) k, hs, hp, hq, add_pow, Finset.mul_sum]
  refine Finset.sum_congr rfl fun n _ => ?_
  rw [thermal_eq_geometric, mul_pow, pow_succ]
  ring
```

Now let $0<\eta\le1$ and follow the loss by gain $G=1/\eta$. The mean goes from $m$ to $\eta m$, and then to
$$\frac1\eta\,\eta m+\frac1\eta-1=m+\Bigl(\frac1\eta-1\Bigr).$$
The original mean returns with $1/\eta-1$ noise photons added. This is the noise cost of compensating a lossy channel with an amplifier placed after it, here for a single thermal mode and an ideal amplifier.

```lean
/-- Thermal light of mean `m ≥ 0` that suffers loss with transmission `0 < η ≤ 1` and is then
amplified with gain `1 / η` is thermal with mean `m + (1 / η - 1)`. -/
theorem amplify_loss_thermal {m η : ℝ} (hm : 0 ≤ m) (h0 : 0 < η) (h1 : η ≤ 1) :
    amplify (1 / η) (loss η (thermal m)) = thermal (m + (1 / η - 1)) := by
  have hG : 1 ≤ 1 / η := by
    rw [le_div_iff₀ h0]
    linarith
  rw [loss_thermal hm h0.le h1, amplify_thermal (mul_nonneg h0.le hm) hG,
    ← mul_assoc, one_div_mul_cancel h0.ne', one_mul]

end

end ThermalLightLoss
```

```lean
#print axioms ThermalLightLoss.thermal_normalized
-- 'ThermalLightLoss.thermal_normalized' depends on axioms: [propext, Classical.choice, Quot.sound]
#print axioms ThermalLightLoss.thermal_mean
-- 'ThermalLightLoss.thermal_mean' depends on axioms: [propext, Classical.choice, Quot.sound]
#print axioms ThermalLightLoss.hasSum_loss_thermal
-- 'ThermalLightLoss.hasSum_loss_thermal' depends on axioms: [propext, Classical.choice, Quot.sound]
#print axioms ThermalLightLoss.amplify_loss_thermal
-- 'ThermalLightLoss.amplify_loss_thermal' depends on axioms: [propext, Classical.choice, Quot.sound]
```
